# Merging Atoms into Fragments Never Lowers the Pipek–Mezey Functional When the Population Matrices Are Positive Semidefinite

Suppose a set of orbitals is scored with the Pipek–Mezey functional, first with atomic populations and then with the populations of larger fragments, and the second value is higher. Read as a sign of better localisation, the rise misleads: the orbitals have not changed. With positive semidefinite atomic population matrices, and fragment matrices formed by adding them, merging atoms can only raise the functional or leave it unchanged, and the size of the rise is known exactly. With matrices that allow negative populations, even the direction of the change is uncertain.

## The gain from merging, pair by pair

Let $v$ be the coefficient vector of an orbital in a finite basis, and let $Q_a$ be the population matrix of atom $a$. The population of $v$ on $a$ is

$$q_a(v) = \mathrm{Re}\,(v^\dagger Q_a v).$$

For orbitals $c_i$, the Pipek–Mezey functional is

$$L(Q;c) = \sum_i \sum_a q_a(c_i)^2 .$$

A map $f$ assigns each atom $a$ to a fragment $f(a)$. The matrix of fragment $X$ is the sum over its atoms, $Q^f_X = \sum_{a:\,f(a)=X} Q_a$. The claim is that

$$L(Q^f;c) = L(Q;c) + \sum_i \sum_{\substack{a<b\\ f(a)=f(b)}} 2\,q_a(c_i)\,q_b(c_i),$$

where $a<b$ refers to any fixed ordering of the atoms and serves only to count each unordered pair once.

Since $v^\dagger Q v$ is linear in $Q$, and so is its real part, the population on a fragment is the sum of the populations on its atoms. Fix one orbital and write $q_a$ for $q_a(c_i)$. Its contribution to the fragment functional is

$$\sum_X \Big(\sum_{a:\,f(a)=X} q_a\Big)^2 = \sum_X \sum_{a:\,f(a)=X} q_a \sum_{b:\,f(b)=X} q_b = \sum_a q_a \sum_{b:\,f(b)=f(a)} q_b .$$

The last step holds because every atom lies in exactly one fragment. The double sum now runs over ordered pairs $(a,b)$ within a common fragment. Pairs with $a=b$ give $\sum_a q_a^2$. Pairs with $a<b$ and pairs with $b<a$ give equal sums, because $q_aq_b=q_bq_a$, and together they give $2q_aq_b$ for each unordered pair. Summing over $i$ proves the identity.

If every $Q_a$ is positive semidefinite, then $q_a(v)\ge 0$ for every $v$. Each term of the gain is then nonnegative, so $L(Q^f;c)\ge L(Q;c)$. A sum of nonnegative terms vanishes only if every term does, so equality holds exactly when no orbital has nonzero population on two distinct atoms of the same fragment.

The factor 2 belongs to unordered pairs. If the sum runs over all $a\ne b$, the factor must be 1. Two atoms and one orbital with $q_1=q_2=\tfrac12$ provide a check: the atomic value is $\tfrac12$, the merged value is $1$, and the gain is $2\cdot\tfrac14=\tfrac12$. Keeping the factor 2 with ordered pairs would predict a gain of $1$.

Two extremes bound the possible fragmentations. If every atom is its own fragment, there are no pairs and the functional is unchanged. If all atoms form one fragment and the populations of each orbital sum to 1, every orbital contributes exactly 1, and the functional no longer distinguishes between such sets with the same number of orbitals.

## Populations, functional and fragments in Lean

In the formal development, `n` indexes the basis functions, `ι` the orbitals, `A` the atoms, and `F` and `G` two levels of fragments. All but `G` are declared finite here; `G` is made finite where that is needed.

```lean
import Mathlib

open Matrix
open scoped ComplexOrder

namespace FragmentPipekMezey

noncomputable section

variable {n ι A F G : Type*} [Fintype n] [Fintype ι] [Fintype A] [Fintype F]
```

The population is defined for any complex square matrix. The real part makes it a real number in every case; for a Hermitian matrix the quadratic form is already real.

```lean
/-- The population `v† Q v` of an orbital `v` for the population matrix `Q` (its real part). -/
def population (Q : Matrix n n ℂ) (v : n → ℂ) : ℝ := (star v ⬝ᵥ Q *ᵥ v).re
```

The functional takes a family of matrices and a family of coefficient vectors. The orbitals need not be orthonormal or even normalised, so the theorems apply to orthonormal sets in particular. The exponent is fixed at 2.

```lean
/-- The Pipek-Mezey functional: squared populations summed over orbitals and centres. -/
def pipekMezey (Q : A → Matrix n n ℂ) (c : ι → n → ℂ) : ℝ :=
  ∑ i, ∑ a, population (Q a) (c i) ^ 2
```

The same definition serves for atoms and fragments, because merging produces another family of matrices, indexed by `F`. A fragment to which no atom is assigned receives the zero matrix and contributes nothing.

```lean
/-- The population matrix of a fragment: the sum of the matrices of the atoms that `f`
assigns to it. -/
def merge [DecidableEq F] (f : A → F) (Q : A → Matrix n n ℂ) (X : F) : Matrix n n ℂ :=
  ∑ a with f a = X, Q a
```

The gain of a single orbital is the pair sum from the derivation, with the condition `a < b ∧ f a = f b` selecting each pair once.

```lean
/-- The sum of `2 q_a q_b` for one orbital over unordered pairs of distinct atoms in the
same fragment; the order `a < b` counts each pair once. -/
def pairGain [LinearOrder A] [DecidableEq F] (f : A → F) (Q : A → Matrix n n ℂ)
    (v : n → ℂ) : ℝ :=
  ∑ a, ∑ b with a < b ∧ f a = f b, 2 * (population (Q a) v * population (Q b) v)
```

## Positivity and additivity of populations

Positive semidefiniteness says that $v^\dagger Qv$ is nonnegative as a complex number, which in Mathlib's order on $\mathbb{C}$ means a nonnegative real part and a zero imaginary part. The lemma takes the first component.

This hypothesis is a condition on the population scheme. Löwdin populations satisfy it, since they are sums of squared moduli of coefficients in an orthogonalised basis. Mulliken populations can be negative when basis functions on different atoms overlap, and then it fails.

```lean
/-- A positive semidefinite population matrix gives nonnegative populations. -/
theorem population_nonneg {Q : Matrix n n ℂ} (hQ : Q.PosSemidef) (v : n → ℂ) :
    0 ≤ population Q v :=
  (Complex.le_def.mp (hQ.dotProduct_mulVec_nonneg v)).1
```

Additivity is proved by induction on the set of atoms being summed: the empty sum has population zero, and adding one matrix adds one population. No positivity is involved.

```lean
omit [Fintype F] in
/-- The population on a fragment is the sum of the populations on its atoms. -/
theorem population_merge [DecidableEq F] (f : A → F) (Q : A → Matrix n n ℂ) (X : F)
    (v : n → ℂ) :
    population (merge f Q X) v = ∑ a with f a = X, population (Q a) v := by
  classical
  have h : ∀ s : Finset A, population (∑ a ∈ s, Q a) v = ∑ a ∈ s, population (Q a) v := by
    intro s
    induction s using Finset.induction_on with
    | empty => simp [population]
    | insert a s ha ih =>
      rw [Finset.sum_insert ha, Finset.sum_insert ha, ← ih]
      simp only [population, Matrix.add_mulVec, dotProduct_add, Complex.add_re]
  exact h _
```

## Expanding the squared fragment sums

The combinatorial core concerns real numbers $q_a$ alone. The `calc` chain follows the derivation by hand: it writes the square as a product, uses `Finset.sum_fiberwise` to replace the sum over fragments and their atoms by a single sum over atoms, and turns the inner restriction into an indicator.

The auxiliary statement `h3` then splits each ordered pair into the cases $a=b$, $a<b$ and $b<a$. The statement `hc` exchanges the order of summation, which shows that the last two cases contribute equally, and `ring` collects them into the factor 2.

```lean
/-- The squares of the fragment sums of real numbers `q`, added over all fragments, equal the sum of
the individual squares plus twice the products over unordered pairs of distinct indices in the same
fragment. -/
theorem sum_sq_fragments [LinearOrder A] [DecidableEq F] (f : A → F) (q : A → ℝ) :
    ∑ X, (∑ a with f a = X, q a) ^ 2 =
      ∑ a, q a ^ 2 + ∑ a, ∑ b with a < b ∧ f a = f b, 2 * (q a * q b) := by
  -- an ordered pair in one fragment is diagonal, increasing or decreasing
  have h3 : ∀ a b, (if f b = f a then q a * q b else 0) =
      (if a = b then q a ^ 2 else 0) + (if a < b ∧ f a = f b then q a * q b else 0)
        + (if b < a ∧ f b = f a then q b * q a else 0) := by
    intro a b
    rcases lt_trichotomy a b with h | h | h
    · by_cases hf : f a = f b
      · simp [h, h.ne, lt_asymm h, hf]
      · simp [h.ne, lt_asymm h, hf, Ne.symm hf]
    · subst h
      simp [sq]
    · by_cases hf : f a = f b
      · simp [h, h.ne', lt_asymm h, hf, mul_comm]
      · simp [h.ne', lt_asymm h, hf, Ne.symm hf]
  have hc : (∑ a, ∑ b, (if b < a ∧ f b = f a then q b * q a else 0)) =
      ∑ a, ∑ b, (if a < b ∧ f a = f b then q a * q b else 0) := Finset.sum_comm
  have hd : (∑ a, ∑ b, (if a = b then q a ^ 2 else 0)) = ∑ a, q a ^ 2 := by simp
  have he : (∑ a, ∑ b with a < b ∧ f a = f b, 2 * (q a * q b)) =
      2 * ∑ a, ∑ b, (if a < b ∧ f a = f b then q a * q b else 0) := by
    simp only [Finset.sum_filter, Finset.mul_sum, mul_ite, mul_zero]
  calc ∑ X, (∑ a with f a = X, q a) ^ 2
      = ∑ X, ∑ a with f a = X, q a * ∑ b with f b = f a, q b := by
        refine Finset.sum_congr rfl fun X _ => ?_
        rw [sq, Finset.sum_mul]
        refine Finset.sum_congr rfl fun a ha => ?_
        rw [(Finset.mem_filter.mp ha).2]
    _ = ∑ a, q a * ∑ b with f b = f a, q b := Finset.sum_fiberwise _ _ _
    _ = ∑ a, ∑ b, (if f b = f a then q a * q b else 0) := by
        refine Finset.sum_congr rfl fun a _ => ?_
        rw [Finset.mul_sum, Finset.sum_filter]
    _ = _ := by
        simp only [h3, Finset.sum_add_distrib]
        rw [hc, hd, he]
        ring
```

Applying this identity to the populations of each orbital, after `population_merge` has rewritten the fragment populations, gives the exact gain. The theorem holds for arbitrary complex matrices, so it also describes schemes with negative populations.

```lean
/-- Merging atoms into fragments changes the Pipek-Mezey functional by exactly the sum over
orbitals of `2 q_a q_b` over pairs of distinct atoms in the same fragment. -/
theorem pipekMezey_merge [LinearOrder A] [DecidableEq F] (f : A → F)
    (Q : A → Matrix n n ℂ) (c : ι → n → ℂ) :
    pipekMezey (merge f Q) c = pipekMezey Q c + ∑ i, pairGain f Q (c i) := by
  unfold pipekMezey
  rw [← Finset.sum_add_distrib]
  refine Finset.sum_congr rfl fun i _ => ?_
  simp only [population_merge]
  exact sum_sq_fragments f (fun a => population (Q a) (c i))
```

## The inequality and its equality case

With positive semidefinite matrices every term of the gain is a product of nonnegative factors, and the inequality follows from the identity. For fragment Pipek–Mezey localisation in a finite basis, with fragment matrices formed as sums of the atomic ones, this means that the fragment value for fixed orbitals exceeds the atomic value by a nonnegative amount that depends on both the partition and the orbitals. The theorem compares values at given orbitals; it does not address which orbitals maximise either functional.

```lean
/-- For positive semidefinite atomic population matrices, merging atoms into fragments never
lowers the Pipek-Mezey functional of any finite set of orbitals. -/
theorem pipekMezey_le_merge [LinearOrder A] [DecidableEq F] (f : A → F)
    {Q : A → Matrix n n ℂ} (hQ : ∀ a, (Q a).PosSemidef) (c : ι → n → ℂ) :
    pipekMezey Q c ≤ pipekMezey (merge f Q) c := by
  rw [pipekMezey_merge]
  refine le_add_of_nonneg_right (Finset.sum_nonneg fun i _ => ?_)
  exact Finset.sum_nonneg fun a _ => Finset.sum_nonneg fun b _ =>
    mul_nonneg zero_le_two
      (mul_nonneg (population_nonneg (hQ a) _) (population_nonneg (hQ b) _))
```

The equality theorem is stated for all distinct `a` and `b`, without reference to the order. In the forward direction, the total gain is zero, and `Finset.sum_eq_zero_iff_of_nonneg` is applied three times: to the sum over orbitals, to the sum over $a$ and to the sum over $b$. This leaves $2q_aq_b=0$ for each pair with $a<b$, hence one zero factor, and the case $b<a$ follows by symmetry. In the reverse direction, every term of the gain contains a zero factor.

```lean
/-- For positive semidefinite matrices, merging leaves the functional unchanged exactly when
no orbital has nonzero population on two distinct atoms of the same fragment. -/
theorem merge_eq_iff [LinearOrder A] [DecidableEq F] (f : A → F)
    {Q : A → Matrix n n ℂ} (hQ : ∀ a, (Q a).PosSemidef) (c : ι → n → ℂ) :
    pipekMezey (merge f Q) c = pipekMezey Q c ↔
      ∀ i a b, a ≠ b → f a = f b →
        population (Q a) (c i) = 0 ∨ population (Q b) (c i) = 0 := by
  have hm := pipekMezey_merge f Q c
  have hp : ∀ i a b, 0 ≤ 2 * (population (Q a) (c i) * population (Q b) (c i)) :=
    fun i a b => mul_nonneg zero_le_two
      (mul_nonneg (population_nonneg (hQ a) _) (population_nonneg (hQ b) _))
  constructor
  · intro h i
    have h0 : ∑ i, pairGain f Q (c i) = 0 := by linarith
    -- a vanishing sum of nonnegative terms vanishes term by term
    have h1 := (Finset.sum_eq_zero_iff_of_nonneg (fun j _ =>
      Finset.sum_nonneg fun a _ => Finset.sum_nonneg fun b _ => hp j a b)).mp h0 i
        (Finset.mem_univ i)
    have key : ∀ a b, a < b → f a = f b →
        population (Q a) (c i) = 0 ∨ population (Q b) (c i) = 0 := by
      intro a b hab hf
      have h2 := (Finset.sum_eq_zero_iff_of_nonneg (fun a _ =>
        Finset.sum_nonneg fun b _ => hp i a b)).mp h1 a (Finset.mem_univ a)
      have h3 := (Finset.sum_eq_zero_iff_of_nonneg (fun b _ => hp i a b)).mp h2 b
        (Finset.mem_filter.mpr ⟨Finset.mem_univ b, hab, hf⟩)
      simpa using h3
    intro a b hab hf
    rcases lt_or_gt_of_ne hab with h | h
    · exact key a b h hf
    · exact (key b a h hf.symm).symm
  · intro h
    have h0 : ∑ i, pairGain f Q (c i) = 0 := by
      refine Finset.sum_eq_zero fun i _ => ?_
      unfold pairGain
      refine Finset.sum_eq_zero fun a _ => Finset.sum_eq_zero fun b hb => ?_
      obtain ⟨hab, hf⟩ := (Finset.mem_filter.mp hb).2
      rcases h i a b hab.ne hf with h | h <;> simp [h]
    linarith
```

## Successive coarsening

Fragments can themselves be merged by a map $g$. The matrix of a larger fragment $Y$ is then

$$\sum_{X:\,g(X)=Y}\ \sum_{a:\,f(a)=X} Q_a = \sum_{a:\,g(f(a))=Y} Q_a ,$$

because each atom appears once, through its own fragment $X=f(a)$. Merging in two stages therefore equals merging once by the composite map `g ∘ f`. The proof writes both restrictions as indicators and exchanges the sums.

```lean
omit [Fintype n] in
/-- Merging atoms into fragments and then fragments into larger ones is the same as merging
the atoms directly into the larger fragments. -/
theorem merge_merge [DecidableEq F] [DecidableEq G] (f : A → F) (g : F → G)
    (Q : A → Matrix n n ℂ) : merge g (merge f Q) = merge (g ∘ f) Q := by
  funext Y
  simp only [merge, Finset.sum_filter, Function.comp_apply]
  calc _ = ∑ X, ∑ a, (if f a = X then (if g (f a) = Y then Q a else 0) else 0) := by
        refine Finset.sum_congr rfl fun X _ => ?_
        by_cases hX : g X = Y
        · rw [if_pos hX]
          refine Finset.sum_congr rfl fun a _ => ?_
          by_cases ha : f a = X <;> simp [ha, hX]
        · rw [if_neg hX]
          symm
          refine Finset.sum_eq_zero fun a _ => ?_
          by_cases ha : f a = X <;> simp [ha, hX]
    _ = _ := by
        rw [Finset.sum_comm]
        simp
```

The inequality can now be applied with the fragments in the role of atoms. This requires the fragment matrices to be positive semidefinite, which they are, since $v^\dagger(\sum_a Q_a)v=\sum_a v^\dagger Q_a v\ge0$ and a sum of Hermitian matrices is Hermitian. `Finset.sum_induction` carries this property from the atoms to each fragment. The functional is thus monotone along any chain of successive coarsenings.

```lean
/-- For positive semidefinite atomic matrices, coarsening an existing fragmentation further
never lowers the Pipek-Mezey functional. -/
theorem pipekMezey_coarsen [LinearOrder F] [Fintype G] [DecidableEq G]
    (f : A → F) (g : F → G) {Q : A → Matrix n n ℂ} (hQ : ∀ a, (Q a).PosSemidef)
    (c : ι → n → ℂ) :
    pipekMezey (merge f Q) c ≤ pipekMezey (merge (g ∘ f) Q) c := by
  rw [← merge_merge]
  refine pipekMezey_le_merge g (fun X => ?_) c
  -- fragment matrices inherit positivity from the atoms
  exact Finset.sum_induction _ (fun M : Matrix n n ℂ => M.PosSemidef)
    (fun _ _ h₁ h₂ => h₁.add h₂) Matrix.PosSemidef.zero (fun a _ => hQ a)
```

## A negative population can reverse the inequality

The following two matrices show that it is not enough for population matrices to be Hermitian and to sum to the identity:

$$Q_0=\begin{pmatrix}2&0\\0&0\end{pmatrix},\qquad Q_1=\begin{pmatrix}-1&0\\0&1\end{pmatrix}.$$

They are chosen for simple arithmetic and do not come from a particular molecule. The basis is taken as orthonormal, so a sum equal to the identity means that the populations of every normalised orbital add up to 1.

```lean
/-- The diagonal matrices `diag(2, 0)` and `diag(-1, 1)`, indexed by two atoms. -/
def signedQ : Fin 2 → Matrix (Fin 2) (Fin 2) ℂ := ![!![2, 0; 0, 0], !![-1, 0; 0, 1]]
```

The first basis orbital has populations $2$ and $-1$, and the second has $0$ and $1$. The atomic functional is $4+1+0+1=6$. After merging, each orbital has population 1, and the functional is $2$. The change of $-4$ is the pair term $2\cdot2\cdot(-1)$ of the first orbital; the second contributes none. The two orbitals are orthonormal, so orthonormality does not restore the inequality either.

In the theorem, the map `fun _ => ()` sends both atoms to a single fragment. The proof checks the matrix entries one by one and evaluates the finite sums.

```lean
/-- For the matrices `signedQ`, which are Hermitian and sum to the identity, merging the two
atoms lowers the functional of the two basis orbitals from 6 to 2. -/
theorem merge_lowers_signedQ :
    (∀ a, (signedQ a).IsHermitian) ∧ ∑ a, signedQ a = 1 ∧
      pipekMezey signedQ ![![1, 0], ![0, 1]] = 6 ∧
      pipekMezey (merge (fun _ => ()) signedQ) ![![1, 0], ![0, 1]] = 2 := by
  refine ⟨?_, ?_, ?_, ?_⟩
  · intro a
    ext i j
    fin_cases a <;> fin_cases i <;> fin_cases j <;> simp [signedQ]
  · ext i j
    fin_cases i <;> fin_cases j <;> norm_num [signedQ, Fin.sum_univ_two]
  · norm_num [pipekMezey, population, signedQ, Fin.sum_univ_two, Matrix.mulVec, dotProduct]
  · simp only [pipekMezey, population_merge]
    norm_num [population, signedQ, Fin.sum_univ_two, Matrix.mulVec, dotProduct]

end

end FragmentPipekMezey
```

```lean
#print axioms FragmentPipekMezey.pipekMezey_le_merge
#print axioms FragmentPipekMezey.merge_eq_iff
#print axioms FragmentPipekMezey.pipekMezey_coarsen
#print axioms FragmentPipekMezey.merge_lowers_signedQ
```

```
'FragmentPipekMezey.pipekMezey_le_merge' depends on axioms: [propext, Classical.choice, Quot.sound]
'FragmentPipekMezey.merge_eq_iff' depends on axioms: [propext, Classical.choice, Quot.sound]
'FragmentPipekMezey.pipekMezey_coarsen' depends on axioms: [propext, Classical.choice, Quot.sound]
'FragmentPipekMezey.merge_lowers_signedQ' depends on axioms: [propext, Classical.choice, Quot.sound]
```
